# Touching spheres on an fcc lattice leave room for radius ratios \(\sqrt{3/2}-1\) at the tetrahedral site and \(\sqrt2-1\) at the octahedral site

The crystal is modelled as rigid, equal host spheres centred on the fcc lattice, and a guest sphere fits at a position if it overlaps none of them, contact being allowed. The hosts stay where they are when the guest arrives, and only one guest is considered at a time. The size of a hole is then a question about distances: how far is its centre from the nearest lattice points?

```lean
import Mathlib

namespace FccInterstitialSites

noncomputable section
```

## The lattice, the two sites and the spheres

Take half the edge of the conventional cubic cell as the unit of length. The fcc lattice then consists of the integer triples \(x=(x_0,x_1,x_2)\) for which \(x_0+x_1+x_2\) is even. The indices run from 0 to 2, as they do in Lean, where a lattice point is a function `Fin 3 → ℤ`.

```lean
/-- The fcc lattice: integer triples with even coordinate sum. -/
def fcc : Set (Fin 3 → ℤ) := {x | Even (x 0 + x 1 + x 2)}
```

A general position \(p=(p_0,p_1,p_2)\) has real coordinates and type `Fin 3 → ℝ`. Its squared distance to an integer point is

\[ S(p,x)=\sum_{i=0}^{2}(p_i-x_i)^2 . \]

```lean
/-- Squared Euclidean distance from a point of space to an integer point. -/
def sqDist (p : Fin 3 → ℝ) (x : Fin 3 → ℤ) : ℝ := ∑ i, (p i - (x i : ℝ)) ^ 2
```

The distance itself is \(D(p,x)=\sqrt{S(p,x)}\). It is written out explicitly because the distance that Mathlib attaches to `Fin 3 → ℝ` by default is the largest coordinate difference, not the Euclidean length.

```lean
/-- Euclidean distance from a point of space to an integer point. -/
def siteDist (p : Fin 3 → ℝ) (x : Fin 3 → ℤ) : ℝ := √(sqDist p x)
```

The tetrahedral site lies a quarter of the way along the body diagonal of the cubic cell, at \((1/2,1/2,1/2)\).

```lean
/-- The tetrahedral site (1/2, 1/2, 1/2). -/
def tetHole : Fin 3 → ℝ := fun _ => 1 / 2
```

The octahedral site \((1,0,0)\) is the midpoint of a cell edge.

```lean
/-- The octahedral site (1, 0, 0). -/
def octHole : Fin 3 → ℝ := ![1, 0, 0]
```

The candidates for the nearest lattice points are listed explicitly. Around the tetrahedral site they are four alternate corners of a unit cube.

```lean
/-- Four lattice points around the tetrahedral site. -/
def tetSites : Finset (Fin 3 → ℤ) := {![0, 0, 0], ![1, 1, 0], ![1, 0, 1], ![0, 1, 1]}
```

Around the octahedral site they are the six points reached from \((1,0,0)\) by one unit step along a coordinate axis, in either direction.

```lean
/-- Six lattice points around the octahedral site. -/
def octSites : Finset (Fin 3 → ℤ) :=
  {![0, 0, 0], ![2, 0, 0], ![1, 1, 0], ![1, -1, 0], ![1, 0, 1], ![1, 0, -1]}
```

The host spheres have radius \(R=\sqrt2/2\). This value is a definition at this stage; that it makes neighbouring hosts touch is shown below.

```lean
/-- The radius √2/2 of the host spheres centred at the lattice points. -/
def hostRadius : ℝ := √2 / 2
```

A guest of radius \(tR\) at \(p\) avoids overlap exactly when its centre is at least \(R+tR\) from every lattice point. The admissible ratios at \(p\) therefore form the set

\[ \{\,t\ge 0 : R+tR\le D(p,x)\ \text{for every lattice point } x\,\}, \]

and the radius ratio of the hole is the greatest element of this set.

```lean
/-- Ratios t for which a guest sphere of radius t times the host radius, centred at p,
overlaps no host sphere. -/
def fittingRatios (p : Fin 3 → ℝ) : Set ℝ :=
  {t | 0 ≤ t ∧ ∀ x ∈ fcc, hostRadius + t * hostRadius ≤ siteDist p x}
```

## Squares and their parity

Square roots can be removed from every comparison that follows. Since \(S\ge0\), for any length \(a>0\) we have

\[ D=a \iff S=a^2, \qquad a\le D \iff a^2\le S . \]

The next lemma states both equivalences.

```lean
/-- Comparing a distance with a positive length amounts to comparing the squares. -/
theorem siteDist_iff (p : Fin 3 → ℝ) (x : Fin 3 → ℤ) {a : ℝ} (ha : 0 < a) :
    (siteDist p x = a ↔ sqDist p x = a ^ 2) ∧ (a ≤ siteDist p x ↔ a ^ 2 ≤ sqDist p x) := by
  have h0 : 0 ≤ sqDist p x := Finset.sum_nonneg fun i _ => sq_nonneg _
  refine ⟨⟨fun h => ?_, fun h => ?_⟩, Real.le_sqrt' ha⟩
  · rw [← h, siteDist, Real.sq_sqrt h0]
  · rw [siteDist, h, Real.sqrt_sq ha.le]
```

The other tool is that an integer and its square have the same parity, because \(n^2-n=n(n-1)\) is a product of consecutive integers. Explicitly, \(n=2k\) gives \(n^2-n=2(2k^2-k)\), and \(n=2k+1\) gives \(n^2-n=2(2k^2+k)\). Moreover \(n^2>0\) unless \(n=0\).

The lemma gives the square a name of its own, `q`. In the two lower bounds that use the lemma, for neighbouring hosts and for the octahedral site, the conclusion then follows from linear relations between integers, which the tactic `omega` can decide.

```lean
/-- The square of an integer is nonnegative, has the parity of the integer, and is positive
unless the integer is zero. -/
theorem sq_parity (n : ℤ) :
    ∃ q : ℤ, n ^ 2 = q ∧ 0 ≤ q ∧ (q - n) % 2 = 0 ∧ (0 < q ∨ n = 0) := by
  refine ⟨n ^ 2, rfl, sq_nonneg n, ?_, ?_⟩
  · rcases Int.even_or_odd' n with ⟨k, rfl | rfl⟩
    · rw [show (2 * k) ^ 2 - 2 * k = 2 * (2 * k ^ 2 - k) by ring]
      exact Int.mul_emod_right _ _
    · rw [show (2 * k + 1) ^ 2 - (2 * k + 1) = 2 * (2 * k ^ 2 + k) by ring]
      exact Int.mul_emod_right _ _
  · rcases eq_or_ne n 0 with h | h
    · exact Or.inr h
    · exact Or.inl (by positivity)
```

## Neighbouring hosts touch

Let \(x\ne y\) be lattice points and put \(u_i=x_i-y_i\). The sum \(u_0+u_1+u_2\) is a difference of two even numbers, hence even. By the parity of squares,

\[ u_0^2+u_1^2+u_2^2 \]

is even too. It is positive because some \(u_i\) is nonzero, so it is at least 2. The points \((0,0,0)\) and \((1,1,0)\) attain this value. The least distance between distinct lattice points is therefore \(\sqrt2=2R\): hosts of radius \(R\) touch without overlapping, and any larger common radius would produce an overlap.

In Lean, `IsLeast` combines two statements, that the value occurs in the set and that nothing in the set is smaller. The pair above settles the first. For the second, the proof supposes that the sum of squares is below 2; `omega` then forces all three coordinates to agree, against \(x\neq y\).

```lean
/-- The least distance between distinct fcc lattice points is twice the host radius. -/
theorem nearest_neighbour_distance :
    IsLeast {d | ∃ x ∈ fcc, ∃ y ∈ fcc, x ≠ y ∧ siteDist (fun i => (x i : ℝ)) y = d}
      (2 * hostRadius) := by
  have hs : (√2 : ℝ) ^ 2 = 2 := Real.sq_sqrt (by norm_num)
  have hp : 0 < 2 * hostRadius := by unfold hostRadius; positivity
  have e : (2 * hostRadius) ^ 2 = 2 := by unfold hostRadius; linear_combination hs
  have key : ∀ x y : Fin 3 → ℤ, sqDist (fun i => (x i : ℝ)) y =
      (((x 0 - y 0) ^ 2 + (x 1 - y 1) ^ 2 + (x 2 - y 2) ^ 2 : ℤ) : ℝ) := by
    intro x y; simp [sqDist, Fin.sum_univ_three]
  refine ⟨⟨0, by simp [fcc], ![1, 1, 0], by simp [fcc, Int.even_iff],
    fun h => by simpa using congrFun h 0,
    (siteDist_iff _ _ hp).1.2 (by rw [e, key 0]; simp)⟩, ?_⟩
  rintro _ ⟨x, hx, y, hy, hne, rfl⟩
  rw [(siteDist_iff _ y hp).2, e, key]
  -- the squared distance is an even positive integer
  have hx' : (x 0 + x 1 + x 2) % 2 = 0 := Int.even_iff.mp hx
  have hy' : (y 0 + y 1 + y 2) % 2 = 0 := Int.even_iff.mp hy
  have hZ : 2 ≤ (x 0 - y 0) ^ 2 + (x 1 - y 1) ^ 2 + (x 2 - y 2) ^ 2 := by
    obtain ⟨a, ha, a1, a2, a3⟩ := sq_parity (x 0 - y 0)
    obtain ⟨b, hb, b1, b2, b3⟩ := sq_parity (x 1 - y 1)
    obtain ⟨c, hc, c1, c2, c3⟩ := sq_parity (x 2 - y 2)
    rw [ha, hb, hc]
    by_contra hlt
    have h0 : x 0 = y 0 := by omega
    have h1 : x 1 = y 1 := by omega
    have h2 : x 2 = y 2 := by omega
    apply hne
    funext i
    fin_cases i
    exacts [h0, h1, h2]
  exact_mod_cast hZ
```

## Four neighbours at distance \(\sqrt3/2\)

For an integer \(n\),

\[ \left(\tfrac12-n\right)^2=\tfrac14+n(n-1), \]

so the squared distance from the tetrahedral site is

\[ S=\tfrac34+x_0(x_0-1)+x_1(x_1-1)+x_2(x_2-1). \]

No integer lies strictly between 0 and 1, hence \(n(n-1)\ge0\), with equality only for \(n=0\) or \(n=1\). This gives \(S\ge 3/4\) and \(D\ge\sqrt3/2\). Equality requires every coordinate to be 0 or 1, which leaves the eight corners of a unit cube. Four of them have an even coordinate sum:

\[ (0,0,0),\quad (1,1,0),\quad (1,0,1),\quad (0,1,1). \]

The theorem has three parts: the least distance, the number of listed points, and the statement that a point is on the list exactly when it belongs to the lattice and lies at distance \(\sqrt3/2\). The last two together say that the minimum is attained at exactly four points. In the proof, `key` is the formula for \(S\), `hn` the inequality \(n(n-1)\ge0\), and `split` its equality case. The eight corners are then examined one by one, and parity excludes four.

```lean
/-- The least distance from (1/2, 1/2, 1/2) to the fcc lattice is √3/2, and it is attained
at exactly four lattice points. -/
theorem tetrahedral_site :
    IsLeast (siteDist tetHole '' fcc) (√3 / 2) ∧ tetSites.card = 4 ∧
      ∀ x, x ∈ tetSites ↔ x ∈ fcc ∧ siteDist tetHole x = √3 / 2 := by
  have h3 : (0 : ℝ) < √3 / 2 := by positivity
  have hs : (√3 / 2 : ℝ) ^ 2 = 3 / 4 := by
    rw [div_pow, Real.sq_sqrt (by norm_num : (0 : ℝ) ≤ 3)]; norm_num
  have key : ∀ x : Fin 3 → ℤ, sqDist tetHole x = 3 / 4 +
      ((x 0 * (x 0 - 1) + x 1 * (x 1 - 1) + x 2 * (x 2 - 1) : ℤ) : ℝ) := by
    intro x
    simp only [sqDist, tetHole, Fin.sum_univ_three]
    push_cast
    ring
  have hn : ∀ n : ℤ, 0 ≤ n * (n - 1) := by
    intro n
    rcases le_or_gt n 0 with h | h
    · nlinarith [sq_nonneg n]
    · exact mul_nonneg h.le (by omega)
  have split : ∀ n : ℤ, n * (n - 1) = 0 → n = 0 ∨ n = 1 := by
    intro n h
    rcases mul_eq_zero.mp h with h | h <;> omega
  have hmem : ∀ x, x ∈ tetSites ↔ x ∈ fcc ∧ siteDist tetHole x = √3 / 2 := by
    intro x
    rw [(siteDist_iff tetHole x h3).1, hs, key]
    constructor
    · intro h
      simp only [tetSites, Finset.mem_insert, Finset.mem_singleton] at h
      rcases h with rfl | rfl | rfl | rfl <;> exact ⟨by simp [fcc, Int.even_iff], by simp⟩
    · rintro ⟨hf, h⟩
      have hf' : (x 0 + x 1 + x 2) % 2 = 0 := Int.even_iff.mp hf
      have hN : x 0 * (x 0 - 1) + x 1 * (x 1 - 1) + x 2 * (x 2 - 1) = 0 := by
        have h' := add_eq_left.mp h
        exact_mod_cast h'
      have n0 := hn (x 0)
      have n1 := hn (x 1)
      have n2 := hn (x 2)
      have hx : x = ![x 0, x 1, x 2] := by funext i; fin_cases i <;> rfl
      -- every coordinate is 0 or 1, and parity leaves four cases
      rcases split (x 0) (by linarith) with h0 | h0 <;>
        rcases split (x 1) (by linarith) with h1 | h1 <;>
        rcases split (x 2) (by linarith) with h2 | h2 <;>
        first
          | (exfalso; omega)
          | (rw [hx, h0, h1, h2]; simp [tetSites])
  refine ⟨⟨⟨![0, 0, 0], (hmem _).1 (by simp [tetSites])⟩, ?_⟩, by decide, hmem⟩
  rintro _ ⟨x, _, rfl⟩
  rw [(siteDist_iff tetHole x h3).2, hs, key]
  have hN := add_nonneg (add_nonneg (hn (x 0)) (hn (x 1))) (hn (x 2))
  exact le_add_of_nonneg_right (by exact_mod_cast hN)
```

## Six neighbours at distance 1

From the octahedral site the squared distance is

\[ S=(x_0-1)^2+x_1^2+x_2^2 . \]

It has the parity of \((x_0-1)+x_1+x_2\), which is odd for a lattice point. A nonnegative odd integer is at least 1, so \(D\ge1\).

If \(S=1\), one of the three squares equals 1 and the other two vanish. The possibilities are

- \(x_0-1=\pm1\), giving \((2,0,0)\) and \((0,0,0)\);
- \(x_1=\pm1\), giving \((1,1,0)\) and \((1,-1,0)\);
- \(x_2=\pm1\), giving \((1,0,1)\) and \((1,0,-1)\).

All six have an even coordinate sum and so belong to the lattice.

The theorem has the same three parts as before. The auxiliary fact `small` confines each of \(x_0-1\), \(x_1\) and \(x_2\) to \(-1,0,1\). Of the resulting 27 combinations, the equation \(S=1\) keeps the six listed. The lower bound comes from `sq_parity` and `omega`.

```lean
/-- The least distance from (1, 0, 0) to the fcc lattice is 1, and it is attained at exactly
six lattice points. -/
theorem octahedral_site :
    IsLeast (siteDist octHole '' fcc) 1 ∧ octSites.card = 6 ∧
      ∀ x, x ∈ octSites ↔ x ∈ fcc ∧ siteDist octHole x = 1 := by
  have key : ∀ x : Fin 3 → ℤ, sqDist octHole x =
      (((x 0 - 1) ^ 2 + x 1 ^ 2 + x 2 ^ 2 : ℤ) : ℝ) := by
    intro x
    have h : sqDist octHole x =
        (1 - (x 0 : ℝ)) ^ 2 + (0 - (x 1 : ℝ)) ^ 2 + (0 - (x 2 : ℝ)) ^ 2 :=
      Fin.sum_univ_three _
    rw [h]
    push_cast
    ring
  have small : ∀ n : ℤ, n ^ 2 ≤ 1 → n = -1 ∨ n = 0 ∨ n = 1 := by
    intro n h
    have h1 : n ≤ 1 := by nlinarith
    have h2 : -1 ≤ n := by nlinarith
    omega
  have hmem : ∀ x, x ∈ octSites ↔ x ∈ fcc ∧ siteDist octHole x = 1 := by
    intro x
    rw [(siteDist_iff octHole x one_pos).1, one_pow, key]
    constructor
    · intro h
      simp only [octSites, Finset.mem_insert, Finset.mem_singleton] at h
      rcases h with rfl | rfl | rfl | rfl | rfl | rfl <;>
        exact ⟨by simp [fcc, Int.even_iff], by simp⟩
    · rintro ⟨_, h⟩
      have hM : (x 0 - 1) ^ 2 + x 1 ^ 2 + x 2 ^ 2 = 1 := by exact_mod_cast h
      have n0 := sq_nonneg (x 0 - 1)
      have n1 := sq_nonneg (x 1)
      have n2 := sq_nonneg (x 2)
      have hx : x = ![x 0, x 1, x 2] := by funext i; fin_cases i <;> rfl
      rcases small (x 0 - 1) (by linarith) with h0 | h0 | h0 <;>
        rcases small (x 1) (by linarith) with h1 | h1 | h1 <;>
        rcases small (x 2) (by linarith) with h2 | h2 | h2 <;>
        rw [h0, h1, h2] at hM <;>
        first
          | (exfalso; revert hM; norm_num; done)
          | (rw [hx, eq_add_of_sub_eq h0, h1, h2]; simp [octSites])
  refine ⟨⟨⟨![0, 0, 0], (hmem _).1 (by simp [octSites])⟩, ?_⟩, by decide, hmem⟩
  rintro _ ⟨x, hx, rfl⟩
  rw [(siteDist_iff octHole x one_pos).2, one_pow, key]
  -- the squared distance is an odd integer
  have hM : 1 ≤ (x 0 - 1) ^ 2 + x 1 ^ 2 + x 2 ^ 2 := by
    have hx' : (x 0 + x 1 + x 2) % 2 = 0 := Int.even_iff.mp hx
    obtain ⟨a, ha, a1, a2, a3⟩ := sq_parity (x 0 - 1)
    obtain ⟨b, hb, b1, b2, b3⟩ := sq_parity (x 1)
    obtain ⟨c, hc, c1, c2, c3⟩ := sq_parity (x 2)
    rw [ha, hb, hc]
    omega
  exact_mod_cast hM
```

## From distance to radius ratio

Let \(d\) be the least distance from \(p\) to the lattice. Since \(d\) is attained, the guest avoids every host exactly when it avoids a nearest one:

\[ R+tR\le d \iff t\le \frac dR-1 . \]

The greatest admissible ratio is thus \(d/R-1\), provided that this number is not negative. That is the hypothesis \(R\le d\), which says physically that the centre of the guest does not lie inside a host sphere.

The proof first checks that \(d/R-1\) is admissible, using \(R+(d/R-1)R=d\). It then takes an arbitrary admissible \(t\) and applies the no-overlap condition at a nearest lattice point to obtain the upper bound.

```lean
/-- If the least distance d from p to the lattice is at least the host radius R, the largest
guest-to-host radius ratio at p is d/R - 1. -/
theorem largest_ratio {p : Fin 3 → ℝ} {d : ℝ} (h : IsLeast (siteDist p '' fcc) d)
    (hd : hostRadius ≤ d) : IsGreatest (fittingRatios p) (d / hostRadius - 1) := by
  have hpos : 0 < hostRadius := by unfold hostRadius; positivity
  refine ⟨⟨?_, fun x hx => ?_⟩, ?_⟩
  · rw [sub_nonneg, le_div_iff₀ hpos]; linarith
  · have e : hostRadius + (d / hostRadius - 1) * hostRadius = d := by
      rw [sub_mul, div_mul_cancel₀ _ hpos.ne']; ring
    rw [e]
    exact h.2 (Set.mem_image_of_mem _ hx)
  · rintro t ⟨_, ht⟩
    obtain ⟨x, hx, rfl⟩ := h.1
    rw [le_sub_iff_add_le, le_div_iff₀ hpos]
    linarith [ht x hx]
```

For the two sites,

\[ \frac{\sqrt3/2}{\sqrt2/2}=\sqrt{\tfrac32}, \qquad \frac{1}{\sqrt2/2}=\sqrt2 , \]

and both least distances exceed \(R=\sqrt2/2\). The largest ratios are therefore \(\sqrt{3/2}-1\approx0.225\) at the tetrahedral site and \(\sqrt2-1\approx0.414\) at the octahedral site.

The final theorem states these as greatest elements (`IsGreatest`) of the two sets of admissible ratios. Its proof rewrites each square root as \(d/R\) and applies `largest_ratio` to the least distances already found.

```lean
/-- The largest guest-to-host radius ratio is √(3/2) - 1 at the tetrahedral site and √2 - 1
at the octahedral site of the fcc lattice. -/
theorem fcc_interstitial_radius_ratios :
    IsGreatest (fittingRatios tetHole) (√(3 / 2) - 1) ∧
      IsGreatest (fittingRatios octHole) (√2 - 1) := by
  have hs : (√2 : ℝ) ^ 2 = 2 := Real.sq_sqrt (by norm_num)
  have hp : (0 : ℝ) < √2 := Real.sqrt_pos.2 (by norm_num)
  constructor
  · have hle : (√2 : ℝ) ≤ √3 := Real.sqrt_le_sqrt (by norm_num)
    have e : √(3 / 2) = √3 / 2 / hostRadius := by
      rw [Real.sqrt_div (by norm_num : (0 : ℝ) ≤ 3), hostRadius]
      field_simp
    rw [e]
    exact largest_ratio tetrahedral_site.1 (by unfold hostRadius; linarith)
  · have e : √2 = 1 / hostRadius := by
      rw [eq_div_iff (by unfold hostRadius; positivity), hostRadius]
      linear_combination hs / 2
    rw [e]
    exact largest_ratio octahedral_site.1 (by unfold hostRadius; nlinarith)

end

end FccInterstitialSites
```

The theorem compares two specified positions; whether some third position offers more room is a separate question that it leaves open. When an interstitial atom is placed in an fcc host at the start of an electronic-structure calculation, the two ratios indicate which of these sites is roomier, within a rigid-sphere picture that ignores bonding and relaxation of the host.

```lean
#print axioms FccInterstitialSites.nearest_neighbour_distance
#print axioms FccInterstitialSites.fcc_interstitial_radius_ratios
```

```
'FccInterstitialSites.nearest_neighbour_distance' depends on axioms: [propext, Classical.choice, Quot.sound]
'FccInterstitialSites.fcc_interstitial_radius_ratios' depends on axioms: [propext, Classical.choice, Quot.sound]
```
